# One zero mode, up to scale, at an SSH domain wall with nonzero, bounded hoppings

Solving the zero-energy equation of an infinite SSH chain site by site always gives two independent solutions, one per sublattice, whenever the hoppings are nonzero. This happens with or without a domain wall, so the equation alone can't tell a bound state from a solution that grows without limit. Square summability decides. The problems below show that exactly one solution survives, up to a factor, if all hoppings are nonzero, the intracell hopping is bounded, and some fixed r < 1 satisfies |v| ≤ r|w| far to the right and |w| ≤ r|v| far to the left, where v is the intracell and w the intercell hopping.

## The chain and its states

Cell j ∈ ℤ has a site A with complex amplitude a_j and a site B with complex amplitude b_j. The real hopping v_j acts inside cell j, and w_j joins B in cell j to A in cell j + 1. The Hamiltonian H acts on ψ = (a, b) by

(Hψ)_A,j = v_j b_j + w_(j-1) b_(j-1)

(Hψ)_B,j = v_j a_j + w_j a_(j+1)

In Lean, `ψ.1` is a and `ψ.2` is b. `State` contains all pairs of sequences, normalisable or not, and `hamiltonian` is a linear map on them. Finite norm is a separate condition, `SqSummable`.

```lean
import Mathlib

open Filter Topology

namespace SSHDomainWall

noncomputable section

/-- States of the infinite chain: amplitudes on sublattice A and on sublattice B. -/
abbrev State := (ℤ → ℂ) × (ℤ → ℂ)

/-- The SSH Hamiltonian with hopping `v j` inside cell `j` and `w j` from B in cell `j`
to A in cell `j + 1`. -/
def hamiltonian (v w : ℤ → ℝ) : State →ₗ[ℂ] State where
  toFun ψ := (fun j => v j * ψ.2 j + w (j - 1) * ψ.2 (j - 1),
    fun j => v j * ψ.1 j + w j * ψ.1 (j + 1))
  map_add' x y := by
    refine Prod.ext (funext fun j => ?_) (funext fun j => ?_) <;>
      simp only [Prod.fst_add, Prod.snd_add, Pi.add_apply] <;> ring
  map_smul' c x := by
    refine Prod.ext (funext fun j => ?_) (funext fun j => ?_) <;>
      simp only [Prod.smul_fst, Prod.smul_snd, Pi.smul_apply, smul_eq_mul,
        RingHom.id_apply] <;> ring

/-- A sequence of amplitudes is square summable. -/
def SqSummable (x : ℤ → ℂ) : Prop := Summable fun j => ‖x j‖ ^ 2
```

## (a) Sums of square-summable amplitudes

**Show that x + y is square summable if x and y are.**

Since 2|x_j||y_j| ≤ |x_j|² + |y_j|²,

|x_j + y_j|² ≤ (|x_j| + |y_j|)² ≤ 2|x_j|² + 2|y_j|²

and the right side has a finite sum. The proof is this comparison; `nlinarith` receives the square (|x_j| − |y_j|)² ≥ 0.

```lean
/-- Sums of square-summable amplitudes are square summable. -/
theorem SqSummable.add {x y : ℤ → ℂ} (hx : SqSummable x) (hy : SqSummable y) :
    SqSummable (x + y) := by
  refine Summable.of_nonneg_of_le (fun j => by positivity) (fun j => ?_)
    ((Summable.add hx hy).mul_left 2)
  have h : ‖(x + y) j‖ ≤ ‖x j‖ + ‖y j‖ := norm_add_le _ _
  nlinarith [norm_nonneg ((x + y) j), sq_nonneg (‖x j‖ - ‖y j‖)]
```

## (b) Multiples of square-summable amplitudes

**Show that cx is square summable for every complex c.**

Each term is |c x_j|² = |c|²|x_j|², so the sum is multiplied by |c|².

```lean
/-- Multiples of square-summable amplitudes are square summable. -/
theorem SqSummable.smul {x : ℤ → ℂ} (c : ℂ) (hx : SqSummable x) : SqSummable (c • x) := by
  have h := Summable.mul_left (‖c‖ ^ 2) hx
  refine h.congr fun j => ?_
  rw [Pi.smul_apply, smul_eq_mul, norm_mul, mul_pow]
```

With (a) and (b), the square-summable solutions of Hψ = 0 form a complex vector space, `zeroModes`.

```lean
/-- The space of square-summable states annihilated by the SSH Hamiltonian. -/
def zeroModes (v w : ℤ → ℝ) : Submodule ℂ State where
  carrier := {ψ | hamiltonian v w ψ = 0 ∧ SqSummable ψ.1 ∧ SqSummable ψ.2}
  add_mem' := fun {x y} hx hy =>
    ⟨by rw [map_add, hx.1, hy.1, add_zero], hx.2.1.add hy.2.1, hx.2.2.add hy.2.2⟩
  zero_mem' := ⟨map_zero _, by simp [SqSummable], by simp [SqSummable]⟩
  smul_mem' := fun c x hx =>
    ⟨by rw [map_smul, hx.1, smul_zero], hx.2.1.smul c, hx.2.2.smul c⟩
```

## (c) One recurrence per sublattice

**Show that Hψ = 0 is equivalent to two uncoupled recurrences.**

The B component of Hψ contains only a, and the A component only b. Replacing j by j + 1 in the latter gives, for all j,

v_j a_j + w_j a_(j+1) = 0

w_j b_j + v_(j+1) b_(j+1) = 0

The shift is reversible. The two directions of the Lean proof use j + 1 and j − 1 respectively.

```lean
/-- The zero-energy equation splits into one recurrence for each sublattice. -/
theorem zero_energy_iff (v w : ℤ → ℝ) (ψ : State) : hamiltonian v w ψ = 0 ↔
    (∀ j, (v j : ℂ) * ψ.1 j + w j * ψ.1 (j + 1) = 0) ∧
    (∀ j, (w j : ℂ) * ψ.2 j + v (j + 1) * ψ.2 (j + 1) = 0) := by
  constructor
  · refine fun h => ⟨fun j => congrFun (congrArg Prod.snd h) j, fun j => ?_⟩
    have e : (v (j + 1) : ℂ) * ψ.2 (j + 1) + w (j + 1 - 1) * ψ.2 (j + 1 - 1) = 0 :=
      congrFun (congrArg Prod.fst h) (j + 1)
    rw [add_sub_cancel_right] at e
    linear_combination e
  · rintro ⟨hA, hB⟩
    refine Prod.ext (funext fun j => ?_) (funext fun j => hA j)
    change (v j : ℂ) * ψ.2 j + w (j - 1) * ψ.2 (j - 1) = 0
    have e := hB (j - 1)
    rw [sub_add_cancel] at e
    linear_combination e
```

## (d) A zero at one site spreads to all

**Let p_j x_j + q_j x_(j+1) = 0 with all p_j and q_j real and nonzero. Show that x_k = 0 for one k implies x = 0.**

If x_j = 0, then q_j x_(j+1) = 0, so x_(j+1) = 0. If x_(j+1) = 0, then p_j x_j = 0, so x_j = 0. Induction on the distance n from k covers both directions at once.

```lean
/-- A solution of a two-term recurrence with nonzero real coefficients that vanishes at one
site vanishes at every site. -/
theorem eq_zero_of_site {p q : ℤ → ℝ} (hp : ∀ j, p j ≠ 0) (hq : ∀ j, q j ≠ 0) {x : ℤ → ℂ}
    (h : ∀ j, (p j : ℂ) * x j + q j * x (j + 1) = 0) {k : ℤ} (hk : x k = 0) : x = 0 := by
  have key : ∀ n : ℕ, x (k + n) = 0 ∧ x (k - n) = 0 := by
    intro n
    induction n with
    | zero => simp [hk]
    | succ n ih =>
      have e1 := h (k + n)
      have e2 := h (k - (n + 1 : ℕ))
      rw [show k - ((n + 1 : ℕ) : ℤ) + 1 = k - n by push_cast; ring, ih.2] at e2
      rw [ih.1, show k + (n : ℤ) + 1 = k + (n + 1 : ℕ) by push_cast; ring] at e1
      exact ⟨by simpa [hq] using e1, by simpa [hp] using e2⟩
  funext j
  rcases le_total k j with hj | hj
  · have e := (key (j - k).toNat).1
    rwa [show k + ((j - k).toNat : ℤ) = j by omega] at e
  · have e := (key (k - j).toNat).2
    rwa [show k - ((k - j).toNat : ℤ) = j by omega] at e
```

## (e) Nothing survives on sublattice B

**Let all v_j and w_j be nonzero, |v_j| ≤ M for all j, and |v_j| ≤ |w_j| for j ≥ R. Show that a square-summable b solving its recurrence vanishes.**

For j ≥ R,

|v_j b_j| ≤ |w_j b_j| = |v_(j+1) b_(j+1)|

so the weighted amplitude cannot decrease to the right. Hence, for every n ≥ 0,

|v_R b_R| ≤ |v_(R+n) b_(R+n)| ≤ M |b_(R+n)|

The right side tends to zero because b is square summable. Therefore b_R = 0, and (d) gives b = 0. In the code, `grow` is the first inequality of this chain, and the limit is taken with squares.

```lean
/-- If all hoppings are nonzero, and the intracell hopping is bounded and does not exceed the
intercell hopping in magnitude far to the right, a square-summable zero-energy amplitude on
sublattice B vanishes. -/
theorem sublatticeB_eq_zero {v w : ℤ → ℝ} {M : ℝ} {R : ℤ} (hv : ∀ j, v j ≠ 0)
    (hw : ∀ j, w j ≠ 0) (hM : ∀ j, |v j| ≤ M) (hR : ∀ j ≥ R, |v j| ≤ |w j|) {b : ℤ → ℂ}
    (h : ∀ j, (w j : ℂ) * b j + v (j + 1) * b (j + 1) = 0) (hb : SqSummable b) : b = 0 := by
  -- the weighted amplitude |v b| cannot decrease to the right of R
  have grow : ∀ n : ℕ, |v R| * ‖b R‖ ≤ |v (R + n)| * ‖b (R + n)‖ := by
    intro n
    induction n with
    | zero => simp
    | succ n ih =>
      have e := congrArg norm (eq_neg_of_add_eq_zero_left (h (R + n)))
      rw [norm_neg, norm_mul, norm_mul, Complex.norm_real, Complex.norm_real,
        Real.norm_eq_abs, Real.norm_eq_abs] at e
      rw [show R + ((n + 1 : ℕ) : ℤ) = R + n + 1 by push_cast; ring, ← e]
      exact ih.trans (mul_le_mul_of_nonneg_right (hR _ (by omega)) (norm_nonneg _))
  -- but square summability forces it to zero
  have hs : Summable fun n : ℕ => ‖b (R + n)‖ ^ 2 :=
    Summable.comp_injective hb (i := fun n : ℕ => R + (n : ℤ))
      (fun m n hmn => by simpa using hmn)
  have lim := hs.tendsto_atTop_zero.const_mul (M ^ 2)
  have le0 : (|v R| * ‖b R‖) ^ 2 ≤ M ^ 2 * 0 := by
    refine ge_of_tendsto' lim fun n => ?_
    rw [← mul_pow]
    exact pow_le_pow_left₀ (by positivity)
      ((grow n).trans (mul_le_mul_of_nonneg_right (hM _) (norm_nonneg _))) 2
  have z : |v R| * ‖b R‖ = 0 := by
    apply pow_eq_zero_iff (two_ne_zero) |>.mp
    exact le_antisymm (by simpa using le0) (sq_nonneg _)
  have hbR : b R = 0 := by simpa [hv R] using z
  exact eq_zero_of_site hw (fun j => hv (j + 1)) h hbR
```

## (f) One hop changes the amplitude by the hopping ratio

**Let px + qy = 0 with q ≠ 0 and |p/q| ≤ r. Show that |y| ≤ r|x|.**

Solving gives y = −(p/q)x, and taking magnitudes gives the bound.

```lean
/-- If two amplitudes satisfy `p x + q y = 0` and the hopping ratio `p / q` is at most `r` in
magnitude, then `y` is at most `r` times `x` in magnitude. -/
theorem hop_step {p q r : ℝ} {x y : ℂ} (hq : q ≠ 0) (h : (p : ℂ) * x + q * y = 0)
    (hr : |p / q| ≤ r) : ‖y‖ ≤ r * ‖x‖ := by
  have hq' : (q : ℂ) ≠ 0 := by exact_mod_cast hq
  have e : (q : ℂ) * (p / q) = p := by field_simp
  have hy : y = -((p / q : ℝ) : ℂ) * x :=
    mul_left_cancel₀ hq' (by push_cast; linear_combination h + x * e)
  rw [hy, norm_mul, norm_neg, Complex.norm_real, Real.norm_eq_abs]
  exact mul_le_mul_of_nonneg_right hr (norm_nonneg _)
```

## (g) Decay on sublattice A

**Let all hoppings be nonzero and r < 1, with |v_j/w_j| ≤ r for j ≥ R and |w_j/v_j| ≤ r for j ≤ −R. Show that every solution a of its recurrence is square summable.**

By (f),

|a_(j+1)| ≤ r|a_j| for j ≥ R

|a_j| ≤ r|a_(j+1)| for j ≤ −R

Going outwards, |a_j|² is therefore multiplied by at most r² < 1 per cell, and the ratio test applies on each side. Lean proves the test once as `ratio`, uses it on both half-lines and joins them.

```lean
/-- If all hoppings are nonzero, with `|v / w| ≤ r` far to the right and `|w / v| ≤ r` far to the
left for some `r < 1`, every zero-energy amplitude on sublattice A is square summable. -/
theorem sublatticeA_sqSummable {v w : ℤ → ℝ} {r : ℝ} {R : ℤ} (hv : ∀ j, v j ≠ 0)
    (hw : ∀ j, w j ≠ 0) (hr : r < 1) (hR : ∀ j ≥ R, |v j / w j| ≤ r)
    (hL : ∀ j ≤ -R, |w j / v j| ≤ r) {a : ℤ → ℂ}
    (h : ∀ j, (v j : ℂ) * a j + w j * a (j + 1) = 0) : SqSummable a := by
  have r0 : 0 ≤ r := (abs_nonneg _).trans (hR R le_rfl)
  -- ratio test on a half-line
  have ratio : ∀ x : ℕ → ℂ, (∀ n ≥ R.toNat, ‖x (n + 1)‖ ≤ r * ‖x n‖) →
      Summable fun n => ‖x n‖ ^ 2 := by
    intro x hx
    refine summable_of_ratio_norm_eventually_le (r := r ^ 2) (by nlinarith) ?_
    filter_upwards [eventually_ge_atTop R.toNat] with n hn
    rw [Real.norm_of_nonneg (by positivity), Real.norm_of_nonneg (by positivity), ← mul_pow]
    exact pow_le_pow_left₀ (norm_nonneg _) (hx n hn) 2
  refine Summable.of_nat_of_neg (ratio (fun n => a n) fun n hn => ?_)
    (ratio (fun n => a (-(n : ℤ))) fun n hn => ?_)
  · have e := hop_step (hw n) (h n) (hR n (by omega))
    simpa using e
  · have e := h (-((n + 1 : ℕ) : ℤ))
    rw [show -((n + 1 : ℕ) : ℤ) + 1 = -(n : ℤ) by push_cast; ring, add_comm] at e
    exact hop_step (hv _) e (hL _ (by omega))
```

## (h) An explicit solution

**Let all hoppings be nonzero. Find a solution on A with a_0 = 1.**

Multiply the ratios outwards from cell 0:

a_j = ∏_(k=0)^(j−1) (−v_k/w_k) for j ≥ 0

a_j = ∏_(k=0)^(−j−1) (−w_(−k−1)/v_(−k−1)) for j < 0

```lean
/-- The product of hopping ratios that continues the amplitude 1 at cell 0 to both sides. -/
def wallMode (v w : ℤ → ℝ) (j : ℤ) : ℂ :=
  (∏ k ∈ Finset.range j.toNat, -((v k : ℂ) / w k)) *
    ∏ k ∈ Finset.range (-j).toNat, -((w (-((k : ℤ) + 1)) : ℂ) / v (-((k : ℤ) + 1)))
```

For j ≥ 0 one more factor gives a_(j+1) = −(v_j/w_j)a_j. For j < 0 the last factor gives a_j = −(w_j/v_j)a_(j+1). Both are the required recurrence, and the proof splits into the same two cases.

```lean
/-- If all hoppings are nonzero, the product of hopping ratios `wallMode` solves the zero-energy
recurrence on sublattice A. -/
theorem wallMode_rec {v w : ℤ → ℝ} (hv : ∀ j, v j ≠ 0) (hw : ∀ j, w j ≠ 0) (j : ℤ) :
    (v j : ℂ) * wallMode v w j + w j * wallMode v w (j + 1) = 0 := by
  have hv' : (v j : ℂ) ≠ 0 := by exact_mod_cast hv j
  have hw' : (w j : ℂ) ≠ 0 := by exact_mod_cast hw j
  have e1 : (w j : ℂ) * (v j / w j) = v j := by field_simp
  have e2 : (v j : ℂ) * (w j / v j) = w j := by field_simp
  unfold wallMode
  rcases le_or_gt 0 j with hj | hj
  · rw [show (j + 1).toNat = j.toNat + 1 by omega, show (-j).toNat = 0 by omega,
      show (-(j + 1)).toNat = 0 by omega, Finset.prod_range_succ, Finset.prod_range_zero,
      show (j.toNat : ℤ) = j by omega]
    linear_combination (-(∏ k ∈ Finset.range j.toNat, -((v k : ℂ) / w k))) * e1
  · rw [show (-j).toNat = (-(j + 1)).toNat + 1 by omega, show j.toNat = 0 by omega,
      show (j + 1).toNat = 0 by omega, Finset.prod_range_succ, Finset.prod_range_zero,
      show -(((-(j + 1)).toNat : ℤ) + 1) = j by omega]
    linear_combination (-(∏ k ∈ Finset.range (-(j + 1)).toNat,
      -((w (-((k : ℤ) + 1)) : ℂ) / v (-((k : ℤ) + 1))))) * e2
```

## (i) The zero-mode space has dimension one

**Under the conditions of (g), and with |v_j| ≤ M for all j, show that the zero modes form a space of complex dimension one, supported on A.**

The ratio condition on the right gives |v_j| ≤ |w_j| there, so (e) removes b. The solution in (h) is square summable by (g), and it is nonzero because its value at cell 0 is 1. Call it u. For any zero mode (a, 0), the difference a − a_0 u solves the same recurrence and vanishes at cell 0. By (d) it vanishes everywhere, so a = a_0 u.

`Module.finrank` is the complex dimension, and the second half of the statement gives b = 0 and the recurrence for a. The ratio conditions stand for a wall between an intracell-dominated left side and an intercell-dominated right side; the hoppings between may vary freely as long as they are nonzero. No bound on w is needed. The theorem concerns zero energy only, and says nothing about a spectral gap or a winding number.

For this infinite, non-interacting chain with nearest-neighbour hopping and no on-site energies, (h) gives the unnormalised wall state as a product of hopping ratios. A finite open chain of whole cells with nonzero hoppings has no state at exactly zero energy: the equation at the first A site forces b = 0 cell by cell from the left, and the equation at the last B site forces a = 0 cell by cell from the right. It can still have an energy very close to zero. The wall state, cut off at the ends of the chain, fails only the equation at the last B site, where v_N a_N is left over if N is the last cell, and this is small when the chain reaches far to the right of the wall.

```lean
/-- Domain-wall mode: let all hoppings be nonzero and `v` bounded, with `|v / w| ≤ r` far to the
right and `|w / v| ≤ r` far to the left for some `r < 1`. Then the square-summable zero modes form a
one-dimensional space, vanish on sublattice B, and obey `v_j a_j + w_j a_(j+1) = 0` on sublattice A.
-/
theorem domain_wall_zero_mode {v w : ℤ → ℝ} {r M : ℝ} {R : ℤ} (hv : ∀ j, v j ≠ 0)
    (hw : ∀ j, w j ≠ 0) (hM : ∀ j, |v j| ≤ M) (hr : r < 1)
    (hR : ∀ j ≥ R, |v j / w j| ≤ r) (hL : ∀ j ≤ -R, |w j / v j| ≤ r) :
    Module.finrank ℂ (zeroModes v w) = 1 ∧ ∀ ψ ∈ zeroModes v w,
      ψ.2 = 0 ∧ ∀ j, (v j : ℂ) * ψ.1 j + w j * ψ.1 (j + 1) = 0 := by
  have hvw : ∀ j ≥ R, |v j| ≤ |w j| := by
    intro j hj
    have e := (hR j hj).trans hr.le
    rwa [abs_div, div_le_one (abs_pos.mpr (hw j))] at e
  have supp : ∀ ψ ∈ zeroModes v w,
      ψ.2 = 0 ∧ ∀ j, (v j : ℂ) * ψ.1 j + w j * ψ.1 (j + 1) = 0 := by
    intro ψ hψ
    have e := (zero_energy_iff v w ψ).mp hψ.1
    exact ⟨sublatticeB_eq_zero hv hw hM hvw e.2 hψ.2.2, e.1⟩
  refine ⟨?_, supp⟩
  have hrec := wallMode_rec hv hw
  have h0 : wallMode v w 0 = 1 := by simp [wallMode]
  have hmem : ((wallMode v w, 0) : State) ∈ zeroModes v w :=
    ⟨(zero_energy_iff v w _).mpr ⟨hrec, fun j => by simp⟩,
      sublatticeA_sqSummable hv hw hr hR hL hrec, by simp [SqSummable]⟩
  refine finrank_eq_one (⟨(wallMode v w, 0), hmem⟩ : zeroModes v w) ?_ ?_
  · intro h
    have e : wallMode v w 0 = 0 := congrFun (congrArg Prod.fst (congrArg Subtype.val h)) 0
    exact one_ne_zero (h0.symm.trans e)
  · -- subtracting the multiple that matches at cell 0 leaves nothing
    rintro ⟨ψ, hψ⟩
    obtain ⟨hB, hA⟩ := supp ψ hψ
    have z : (fun j => ψ.1 j - ψ.1 0 * wallMode v w j) = 0 :=
      eq_zero_of_site hv hw (k := 0)
        (fun j => by linear_combination hA j - ψ.1 0 * hrec j) (by simp [h0])
    refine ⟨ψ.1 0, Subtype.ext (Prod.ext (funext fun j => ?_) ?_)⟩
    · exact (sub_eq_zero.mp (congrFun z j)).symm
    · change ψ.1 0 • (0 : ℤ → ℂ) = ψ.2
      rw [hB, smul_zero]
```

## (j) A sharp wall

**Take (v_j, w_j) = (2, 1) for j < 0 and (1, 2) for j ≥ 0. Find the zero mode.**

```lean
/-- Intracell hopping of a sharp wall: 2 to the left of cell 0, and 1 from there on. -/
def sharpV (j : ℤ) : ℝ := if 0 ≤ j then 1 else 2

/-- Intercell hopping of a sharp wall: 1 to the left of cell 0, and 2 from there on. -/
def sharpW (j : ℤ) : ℝ := if 0 ≤ j then 2 else 1
```

The conditions hold with R = 1, r = 1/2 and M = 2. Each step outwards multiplies the amplitude by −1/2, so

a_j = (−1/2)^|j|, b_j = 0

The squared norm is 1 + 2(1/4 + 1/16 + …) = 5/3. The normalised amplitude is √(3/5) (−1/2)^|j|, which puts probability 3/5 in cell 0. The Lean statement uses the unnormalised state; its proof checks the recurrence on each side of the wall and applies (g) and (i).

```lean
/-- For the sharp wall the zero-mode space is one-dimensional and contains the state with
amplitude `(-1/2)^|j|` on sublattice A and none on sublattice B. -/
theorem sharp_wall_witness : Module.finrank ℂ (zeroModes sharpV sharpW) = 1 ∧
    ((fun j => (-1 / 2 : ℂ) ^ j.natAbs, 0) : State) ∈ zeroModes sharpV sharpW := by
  have hv : ∀ j, sharpV j ≠ 0 := fun j => by unfold sharpV; split_ifs <;> norm_num
  have hw : ∀ j, sharpW j ≠ 0 := fun j => by unfold sharpW; split_ifs <;> norm_num
  have hM : ∀ j, |sharpV j| ≤ 2 := fun j => by unfold sharpV; split_ifs <;> norm_num
  have hR : ∀ j ≥ (1 : ℤ), |sharpV j / sharpW j| ≤ 1 / 2 := fun j hj => by
    have h : 0 ≤ j := by omega
    simp only [sharpV, sharpW, if_pos h]
    exact (abs_of_pos (by norm_num)).le
  have hL : ∀ j ≤ -(1 : ℤ), |sharpW j / sharpV j| ≤ 1 / 2 := fun j hj => by
    have h : ¬ 0 ≤ j := by omega
    simp only [sharpV, sharpW, if_neg h]
    exact (abs_of_pos (by norm_num)).le
  have hrec : ∀ j : ℤ, (sharpV j : ℂ) * (-1 / 2 : ℂ) ^ j.natAbs +
      sharpW j * (-1 / 2 : ℂ) ^ (j + 1).natAbs = 0 := by
    intro j
    by_cases h : 0 ≤ j
    · rw [show (j + 1).natAbs = j.natAbs + 1 by omega, pow_succ]
      simp only [sharpV, sharpW, if_pos h]
      push_cast
      ring
    · rw [show j.natAbs = (j + 1).natAbs + 1 by omega, pow_succ]
      simp only [sharpV, sharpW, if_neg h]
      push_cast
      ring
  exact ⟨(domain_wall_zero_mode hv hw hM (by norm_num) hR hL).1,
    (zero_energy_iff _ _ _).mpr ⟨hrec, fun j => by simp⟩,
    sublatticeA_sqSummable hv hw (by norm_num) hR hL hrec, by simp [SqSummable]⟩

end

end SSHDomainWall
```

```lean
#print axioms SSHDomainWall.domain_wall_zero_mode
```

```
'SSHDomainWall.domain_wall_zero_mode' depends on axioms: [propext, Classical.choice, Quot.sound]
```
